# Short-time error bounds for the envelope exponent μ(1 − cos(gt/√μ)) and the phase μ sin(gt/√μ)

With a = gt, the lemma compares an envelope exponent μ(1 − cos(a/√μ)) and a phase μ sin(a/√μ) with their leading short-time forms, a²/2 and a√μ. For real a and μ with μ > 0 and a² ≤ μ, it states that the errors are at most |a|⁴/μ and |a|³/√μ respectively. These are inequalities between real numbers; no state or Hamiltonian appears in the statement. The attempt writes μ = m² with m > 0, so that x = a/m satisfies |x| ≤ 1, and then applies Mathlib's Taylor bounds for cosine and sine to x and multiplies by m².

In Lean, a first try:

```lean
import Mathlib

open Filter Topology
open Complex (I)

namespace ShortTimeExpansion

noncomputable section

/-- Short-time expansion of the envelope exponent and of the phase, for `a = g t` with
`a² ≤ μ` and `μ > 0`. -/
theorem short_time_expansion {a μ : ℝ} (hμ : 0 < μ) (h : a ^ 2 ≤ μ) :
    |μ * (1 - Real.cos (a / √μ)) - a ^ 2 / 2| ≤ |a| ^ 4 / μ ∧
    |μ * Real.sin (a / √μ) - a * √μ| ≤ |a| ^ 3 / √μ := by
  obtain ⟨m, hm, rfl⟩ : ∃ m, 0 < m ∧ μ = m ^ 2 :=
    ⟨√μ, Real.sqrt_pos.mpr hμ, (Real.sq_sqrt hμ.le).symm⟩
  rw [Real.sqrt_sq hm.le]
  have ha : |a / m| = |a| / m := by rw [abs_div, abs_of_pos hm]
  have hx : |a / m| ≤ 1 := by
    rw [ha, div_le_one hm]
    exact abs_le_of_sq_le_sq h hm.le
  have h4 : 0 ≤ |a / m| ^ 4 := by positivity
  constructor
  · have e : m ^ 2 * (1 - Real.cos (a / m)) - a ^ 2 / 2 =
        -(m ^ 2 * (Real.cos (a / m) - (1 - (a / m) ^ 2 / 2))) := by
      field_simp
      ring
    rw [e, abs_neg, abs_mul, abs_of_pos hμ]
    calc _ ≤ m ^ 2 * |a / m| ^ 4 :=
          mul_le_mul_of_nonneg_left ((Real.cos_bound hx).trans (by linarith)) hμ.le
      _ = _ := by rw [ha]; field_simp
  · have e : m ^ 2 * Real.sin (a / m) - a * m = m ^ 2 * (Real.sin (a / m) - a / m) := by
      field_simp
    have h3 : |a / m| ^ 4 ≤ |a / m| ^ 3 :=
      pow_le_pow_of_le_one (abs_nonneg _) hx (by norm_num)
    have hsin : |Real.sin (a / m) - a / m| ≤ |a / m| ^ 3 := by
      have hb := abs_le.mp (Real.sin_bound hx)
      have hc := abs_le.mp (abs_pow (a / m) 3).le
      rw [abs_le]
      constructor <;> linarith [hb.1, hb.2, hc.1, hc.2]
    rw [e, abs_mul, abs_of_pos hμ]
    calc _ ≤ m ^ 2 * |a / m| ^ 3 := mul_le_mul_of_nonneg_left hsin hμ.le
      _ = _ := by rw [ha]; field_simp

end

end ShortTimeExpansion
```

Lean reports:

```
Main.lean:40:22: error: linarith failed to find a contradiction
case left
a m : ℝ
hm : 0 < m
hμ : 0 < m ^ 2
h : a ^ 2 ≤ m ^ 2
ha : |a / m| = |a| / m
hx : |a / m| ≤ 1
h4 : 0 ≤ |a / m| ^ 4
e : m ^ 2 * Real.sin (a / m) - a * m = m ^ 2 * (Real.sin (a / m) - a / m)
h3 : |a / m| ^ 4 ≤ |a / m| ^ 3
hb :
  -(|a / m| ^ 5 / 100) ≤ Real.sin (a / m) - (a / m - (a / m) ^ 3 / 6) ∧
    Real.sin (a / m) - (a / m - (a / m) ^ 3 / 6) ≤ |a / m| ^ 5 / 100
hc : -|a / m| ^ 3 ≤ (a / m) ^ 3 ∧ (a / m) ^ 3 ≤ |a / m| ^ 3
a✝ : Real.sin (a / m) - a / m < -|a / m| ^ 3
⊢ False
failed
Main.lean:40:22: error: linarith failed to find a contradiction
case right
a m : ℝ
hm : 0 < m
hμ : 0 < m ^ 2
h : a ^ 2 ≤ m ^ 2
ha : |a / m| = |a| / m
hx : |a / m| ≤ 1
h4 : 0 ≤ |a / m| ^ 4
e : m ^ 2 * Real.sin (a / m) - a * m = m ^ 2 * (Real.sin (a / m) - a / m)
h3 : |a / m| ^ 4 ≤ |a / m| ^ 3
hb :
  -(|a / m| ^ 5 / 100) ≤ Real.sin (a / m) - (a / m - (a / m) ^ 3 / 6) ∧
    Real.sin (a / m) - (a / m - (a / m) ^ 3 / 6) ≤ |a / m| ^ 5 / 100
hc : -|a / m| ^ 3 ≤ (a / m) ^ 3 ∧ (a / m) ^ 3 ≤ |a / m| ^ 3
a✝ : |a / m| ^ 3 < Real.sin (a / m) - a / m
⊢ False
failed
```

The repair, with which the file compiles:

```diff
@@ -32,5 +32,5 @@
   · have e : m ^ 2 * Real.sin (a / m) - a * m = m ^ 2 * (Real.sin (a / m) - a / m) := by
       field_simp
-    have h3 : |a / m| ^ 4 ≤ |a / m| ^ 3 :=
+    have h3 : |a / m| ^ 5 ≤ |a / m| ^ 3 :=
       pow_le_pow_of_le_one (abs_nonneg _) hx (by norm_num)
     have hsin : |Real.sin (a / m) - a / m| ≤ |a / m| ^ 3 := by
```

What went wrong. Both messages come from the `linarith` call that should prove |sin x − x| ≤ |x|³, where x = a/m; one is for the lower bound, the other for the upper. As `hb` shows, `Real.sin_bound` bounds the difference between sin x and x − x³/6 by |x|⁵/100. To finish, `linarith` must bound this remainder by a multiple of |x|³. But `h3` says |x|⁴ ≤ |x|³, which concerns the wrong power. `linarith` treats the different powers as separate unknowns and does not work out for itself that |x|⁵ ≤ |x|³ when |x| ≤ 1, so nothing it has limits |x|⁵ from above.

The diff changes `h3` to |x|⁵ ≤ |x|³. Its proof stays the same, since `pow_le_pow_of_le_one` needs only 0 ≤ |x| ≤ 1 and 3 ≤ 5. Together with the bounds on x³ in `hc`, this keeps the error within (1/6 + 1/100)|x|³, which is at most |x|³, and both goals close.
